# Weak-scattering expansion of the single-site coherent potential at a fixed medium parameter D

## Levels, weights and the medium parameter

A site of a random alloy is occupied by species i with weight c_i and has the level x w_i. The number x scales the scattering strength. The complex number D stands for the energy minus the coupling of the site to its surroundings, so the locator of species i, its site Green function in that medium, is 1/(D - x w_i). The index i runs over a finite type `ι`.

```lean
import Mathlib

open Filter Topology Asymptotics

namespace WeakScatteringCPA

noncomputable section

variable {ι : Type*} [Fintype ι]
```

For amplitudes a_i, write

L_a(x) = Σ_i a_i/(D - x w_i).

With a = c this is the averaged locator. Other amplitudes will be needed as well.

```lean
/-- The locator sum `∑ a_i / (D - x w_i)` with amplitudes `a_i`, levels `w_i` and scattering
strength `x`; its domain is `D ≠ x w_i` for all `i`. -/
def locatorSum (a w : ι → ℂ) (D x : ℂ) : ℂ := ∑ i, a i / (D - x * w i)
```

The coherent potential s(x) is the level of a uniform effective site whose locator equals the average, 1/(D - s) = L_c(x). Solved for s:

s(x) = D - 1/L_c(x).

```lean
/-- The coherent potential `s(x) = D - 1 / ∑ c_i / (D - x w_i)` at fixed `D`; its domain is
`D ≠ x w_i` for all `i`, with a nonzero locator sum. -/
def coherent (c w : ι → ℂ) (D x : ℂ) : ℂ := D - 1 / locatorSum c w D x
```

The mean and variance of the levels are m = Σ_i c_i w_i and q = Σ_i c_i u_i², with u_i = w_i - m.

```lean
/-- The sum `∑ c_i w_i`, which is the weighted mean of the levels when the weights sum to 1. -/
def mean (c w : ι → ℂ) : ℂ := ∑ i, c i * w i

/-- The weighted variance of the levels, `∑ c_i (w_i - m)²` with `m` the weighted mean. -/
def variance (c w : ι → ℂ) : ℂ := ∑ i, c i * (w i - mean c w) ^ 2
```

The squared fluctuations also serve as amplitudes, which defines F(x) = Σ_i c_i u_i²/(D - x w_i).

```lean
/-- The locator sum weighted by the squared level fluctuations, `∑ c_i (w_i - m)² / (D - x w_i)`
with `m = ∑ c_i w_i`; its domain is `D ≠ x w_i` for all `i`. -/
def fluct (c w : ι → ℂ) (D x : ℂ) : ℂ :=
  locatorSum (fun i => c i * (w i - mean c w) ^ 2) w D x
```

Weights, levels and x are complex until part (g), and q contains squares, not squared moduli. The weights need not be positive; where it matters, they are assumed to sum to 1.

In electronic structure, s(x) is one update of the coherent potential approximation (CPA) for a single scalar level per site, with D held fixed. In the self-consistent CPA, D itself depends on s and hence on x. That dependence is not treated here, and neither are matrix-valued levels.

## (a) The averaged locator about the mean medium

Let M = D - x m. Assume that the weights sum to 1, that M ≠ 0 and that every D - x w_i ≠ 0. Show that the linear fluctuations cancel exactly:

L_c(x) = 1/M + x² F(x)/M².

**Solution.** Since D - x w_i = M - x u_i,

1/(D - x w_i) = 1/M + x u_i/(M (D - x w_i)).

Inserting this identity into its own last term gives

1/(D - x w_i) = 1/M + x u_i/M² + x² u_i²/(M² (D - x w_i)).

Multiply by c_i and sum. The first term gives 1/M, because the weights sum to 1. The second vanishes, because Σ_i c_i u_i = m - m = 0. The third is x² F/M².

In the code, `hc` is the normalisation, and `hm` and `h` are the conditions on the denominators. The step `key` is the expansion of one locator, checked by clearing denominators, and `hu` is the vanishing linear sum.

```lean
variable {c w : ι → ℂ} {D x : ℂ}

/-- For weights summing to 1 and nonzero denominators, the averaged locator is that of the mean
medium plus `x² / (D - x m)²` times the fluctuation sum `fluct`, with `m` the weighted mean. -/
theorem locatorSum_eq (hc : ∑ i, c i = 1) (hm : D - x * mean c w ≠ 0)
    (h : ∀ i, D - x * w i ≠ 0) :
    locatorSum c w D x =
      1 / (D - x * mean c w) + x ^ 2 * fluct c w D x / (D - x * mean c w) ^ 2 := by
  -- second-order expansion of each locator about the mean medium, with exact remainder
  have key : ∀ i, c i / (D - x * w i) =
      c i * (1 / (D - x * mean c w))
        + (c i * w i - c i * mean c w) * (x / (D - x * mean c w) ^ 2)
        + c i * (w i - mean c w) ^ 2 / (D - x * w i) * (x ^ 2 / (D - x * mean c w) ^ 2) := by
    intro i
    have hi := h i
    field_simp
    ring
  -- the linear fluctuations average to zero
  have hu : ∑ i, (c i * w i - c i * mean c w) = 0 := by
    rw [Finset.sum_sub_distrib, ← Finset.sum_mul, hc, one_mul]
    exact sub_self _
  calc locatorSum c w D x = _ := Finset.sum_congr rfl (fun i _ => key i)
    _ = (∑ i, c i) * (1 / (D - x * mean c w))
        + (∑ i, (c i * w i - c i * mean c w)) * (x / (D - x * mean c w) ^ 2)
        + fluct c w D x * (x ^ 2 / (D - x * mean c w) ^ 2) := by
      simp only [fluct, locatorSum, Finset.sum_add_distrib, Finset.sum_mul]
    _ = _ := by rw [hc, hu]; ring
```

## (b) An exact formula for s

Assume in addition that L_c(x) ≠ 0. Show that

s = x m + x² F - x⁴ F²/(M + x² F).

**Solution.** Put y = x² F. Part (a) reads L_c = (M + y)/M², so M + y ≠ 0 and

s = D - M²/(M + y).

Because (M - y)(M + y) + y² = M²,

M²/(M + y) = M - y + y²/(M + y).

Hence s = D - M + y - y²/(M + y), and D - M = x m.

The proof has the same order: `hG` puts the averaged locator over one denominator, `hd` derives M + y ≠ 0 from `hg`, and the final `field_simp` and `ring` do the division.

```lean
/-- An exact formula for the coherent potential in terms of the mean and the fluctuation sum,
for weights summing to 1, nonzero denominators and a nonzero averaged locator. -/
theorem coherent_eq (hc : ∑ i, c i = 1) (hm : D - x * mean c w ≠ 0)
    (h : ∀ i, D - x * w i ≠ 0) (hg : locatorSum c w D x ≠ 0) :
    coherent c w D x = x * mean c w + x ^ 2 * fluct c w D x
      - x ^ 4 * fluct c w D x ^ 2 / (D - x * mean c w + x ^ 2 * fluct c w D x) := by
  have hG : locatorSum c w D x =
      (D - x * mean c w + x ^ 2 * fluct c w D x) / (D - x * mean c w) ^ 2 := by
    rw [locatorSum_eq hc hm h]
    field_simp
  have hd : D - x * mean c w + x ^ 2 * fluct c w D x ≠ 0 := by
    intro h0
    exact hg (by rw [hG, h0, zero_div])
  rw [coherent, hG, one_div_div]
  field_simp
  ring
```

In a CPA program that iterates in this way, the current site Green function G of the effective medium and the old potential give D = 1/G + s_old. The update is then s_new = D - 1/L_c, with the actual species levels in place of x w_i. When all levels are small compared with |D|, this subtracts two nearly equal numbers of size about |D| and loses digits. The formula of this part, evaluated with centred levels u_i, avoids that subtraction.

## (c) Splitting off the variance

For D ≠ 0 and every D - x w_i ≠ 0, let T(x) be the locator sum with amplitudes c_i u_i² w_i. Show that

F(x) = q/D + x T(x)/D.

**Solution.** For each i,

1/(D - x w_i) = 1/D + x w_i/(D (D - x w_i)).

Multiplying by c_i u_i² and summing gives the result. Normalised weights are not needed.

The code compares the sums term by term. Its `linear_combination` uses only the two facts that D and D - x w_i times their inverses equal 1.

```lean
/-- For nonzero `D` and nonzero denominators, the fluctuation sum is the variance over `D` plus
an explicit term with a factor `x`. -/
theorem fluct_eq (hD : D ≠ 0) (h : ∀ i, D - x * w i ≠ 0) :
    fluct c w D x = variance c w / D
      + x * locatorSum (fun i => c i * (w i - mean c w) ^ 2 * w i) w D x / D := by
  simp only [fluct, variance, locatorSum, Finset.mul_sum, Finset.sum_div]
  rw [← Finset.sum_add_distrib]
  refine Finset.sum_congr rfl fun i _ => ?_
  have h1 := inv_mul_cancel₀ (h i)
  have h2 := mul_inv_cancel₀ hD
  linear_combination (c i * (w i - mean c w) ^ 2) * D⁻¹ * h1
    - (c i * (w i - mean c w) ^ 2) * (D - x * w i)⁻¹ * h2
```

## (d) Locator sums as the scattering vanishes

For D ≠ 0 and any amplitudes a_i, show that

L_a(x) → (Σ_i a_i)/D as x → 0.

**Solution.** Each denominator D - x w_i is continuous in x and tends to D ≠ 0, so each term tends to a_i/D. The sum is finite, so the limits add.

In Lean, `𝓝 0` is the filter of neighbourhoods of 0 in the complex plane, so x may approach 0 from any direction.

```lean
/-- For nonzero `D`, a locator sum tends to the total amplitude over `D` as the scattering
strength tends to zero. -/
theorem tendsto_locatorSum (a w : ι → ℂ) (hD : D ≠ 0) :
    Tendsto (fun x => locatorSum a w D x) (𝓝 0) (𝓝 ((∑ i, a i) / D)) := by
  show Tendsto (fun x => ∑ i, a i / (D - x * w i)) _ _
  rw [Finset.sum_div]
  refine tendsto_finsetSum _ fun i _ => ?_
  have hl : Continuous (fun x : ℂ => D - x * w i) := by fun_prop
  exact tendsto_const_nhds.div (hl.tendsto' 0 D (by simp)) hD
```

## (e) The cubic coefficient

For D ≠ 0 and weights summing to 1, show that there is a function R such that, for all x near 0,

s(x) = x m + x² q/D + x³ R(x),

R(x) → (Σ_i c_i u_i² w_i)/D² as x → 0.

**Solution.** First check that the earlier formulas apply. M and the finitely many D - x w_i tend to D ≠ 0, and L_c tends to 1/D ≠ 0 by (d). All of them are therefore nonzero in some neighbourhood of 0. Inserting (c) into the x² F term of (b) gives the stated form with

R(x) = T(x)/D - x F(x)²/(M + x² F(x)).

By (d), T tends to (Σ_i c_i u_i² w_i)/D and F tends to q/D, while M + x² F tends to D. The second term of R vanishes in the limit because of its factor x, and the first gives the stated value.

The code supplies this R explicitly. The first bullet computes its limit from `hT`, `hF` and `hden`. The second collects the nonvanishing conditions, written `∀ᶠ x in 𝓝 0` ("for all x sufficiently near 0"), and combines (b) with (c).

```lean
/-- For nonzero `D` and weights summing to 1, the coherent potential near `x = 0` is
`x m + x² q / D + x³ R(x)`, with `m` the mean and `q` the variance of the levels, where `R(x)` tends
to `∑ c_i (w_i - m)² w_i / D²`. -/
theorem coherent_third_order (hD : D ≠ 0) (hc : ∑ i, c i = 1) :
    ∃ R : ℂ → ℂ,
      Tendsto R (𝓝 0) (𝓝 ((∑ i, c i * (w i - mean c w) ^ 2 * w i) / D ^ 2)) ∧
      ∀ᶠ x in 𝓝 0, coherent c w D x =
        x * mean c w + x ^ 2 * variance c w / D + x ^ 3 * R x := by
  have hx : Tendsto (fun x : ℂ => x) (𝓝 0) (𝓝 0) := tendsto_id
  refine ⟨fun x => locatorSum (fun i => c i * (w i - mean c w) ^ 2 * w i) w D x / D
    - x * fluct c w D x ^ 2 / (D - x * mean c w + x ^ 2 * fluct c w D x), ?_, ?_⟩
  · have hT := tendsto_locatorSum (fun i => c i * (w i - mean c w) ^ 2 * w i) w hD
    have hF : Tendsto (fun x => fluct c w D x) (𝓝 0) (𝓝 (variance c w / D)) :=
      tendsto_locatorSum (fun i => c i * (w i - mean c w) ^ 2) w hD
    have hden : Tendsto (fun x => D - x * mean c w + x ^ 2 * fluct c w D x) (𝓝 0)
        (𝓝 (D - 0 * mean c w + 0 ^ 2 * (variance c w / D))) :=
      (tendsto_const_nhds.sub (hx.mul_const _)).add ((hx.pow 2).mul hF)
    have hne : D - 0 * mean c w + 0 ^ 2 * (variance c w / D) ≠ 0 := by simpa using hD
    have hlim : (∑ i, c i * (w i - mean c w) ^ 2 * w i) / D ^ 2 =
        (∑ i, c i * (w i - mean c w) ^ 2 * w i) / D / D
        - 0 * (variance c w / D) ^ 2 /
          (D - 0 * mean c w + 0 ^ 2 * (variance c w / D)) := by
      simp only [zero_mul, zero_div, sub_zero, div_div, pow_two]
    rw [hlim]
    exact (hT.div_const D).sub ((hx.mul (hF.pow 2)).div hden hne)
  · -- all denominators stay away from zero for weak scattering
    have hl : ∀ v : ℂ, ∀ᶠ x in 𝓝 (0 : ℂ), D - x * v ≠ 0 := by
      intro v
      have hv : Continuous (fun x : ℂ => D - x * v) := by fun_prop
      exact (hv.tendsto' 0 D (by simp)).eventually_ne hD
    have hg : ∀ᶠ x in 𝓝 (0 : ℂ), locatorSum c w D x ≠ 0 :=
      (tendsto_locatorSum c w hD).eventually_ne (by rw [hc]; exact one_div_ne_zero hD)
    filter_upwards [eventually_all.2 fun i => hl (w i), hl (mean c w), hg] with x h1 h2 h3
    rw [coherent_eq hc h2 h1 h3]
    linear_combination x ^ 2 * fluct_eq (c := c) hD h1
```

## (f) The error bound

Under the same assumptions, show that

s(x) = x m + x² q/D + O(x³) as x → 0.

**Solution.** A function with a finite limit at 0 is bounded near 0, so |R(x)| ≤ C there. By (e), the difference between s and its first two terms is at most C|x|³ in modulus.

The symbol `=O[𝓝 0]` states exactly such a bound. The constant and the neighbourhood may depend on D, the weights and the levels, so no uniformity as D approaches 0 is claimed. In the proof, `hR.isBigO_one` is the boundedness of R.

```lean
/-- Weak-scattering limit: for nonzero `D` and weights summing to 1, the coherent potential is
`x m + x² q / D + O(x³)` as `x` tends to 0, with `m` the mean and `q` the variance. -/
theorem coherent_weak_scattering (hD : D ≠ 0) (hc : ∑ i, c i = 1) :
    (fun x => coherent c w D x - (x * mean c w + x ^ 2 * variance c w / D))
      =O[𝓝 0] (fun x => x ^ 3) := by
  obtain ⟨R, hR, h⟩ := coherent_third_order (w := w) hD hc
  have hb : (fun x => x ^ 3 * R x) =O[𝓝 0] (fun x : ℂ => x ^ 3 * (1 : ℂ)) :=
    (isBigO_refl _ _).mul (hR.isBigO_one ℂ)
  refine hb.congr' ?_ (Eventually.of_forall fun x => mul_one _)
  filter_upwards [h] with x hx
  rw [hx]
  ring
```

The first two terms give a simple test of a CPA update routine. Hold D fixed, halve x repeatedly and compare the output with x m + x² q/D. If the cubic coefficient from (e) is nonzero, the difference should shrink by a factor approaching 8, until rounding takes over.

## (g) Damping for real levels

Now let the weights, the levels and x be real, with the weights still summing to 1 and D ≠ 0 complex. Show that

Im s(x)/x² → -q Im D/|D|² as x → 0, x ≠ 0.

**Solution.** The term x m is real and has no imaginary part. Dividing the rest of (e) by the real number x² gives

Im s(x)/x² = Im(q/D + x R(x)).

Since R has a finite limit, x R(x) → 0. With q real and 1/D = D*/|D|², where D* is the complex conjugate, Im(q/D) = -q Im D/|D|².

For nonnegative weights and Im D > 0, as for a retarded Green function, the limit is negative or zero. At fixed D, the mean level only shifts the energy at first order, and damping enters at second order through the variance. With a single species q = 0, and the limit is zero.

The code embeds the real data in the complex numbers. `𝓝[≠] 0` excludes x = 0, and `Complex.normSq D` is |D|². Inside the proof, `M` and `Q` stand for the mean m and the variance q, so this `M` is not the M of part (a). The step `key` removes the real first-order term, `lim` is the limit of Im(q/D + x R), and `val` evaluates Im(q/D).

```lean
/-- For real levels, real weights summing to 1 and nonzero complex `D`, the imaginary part of the
coherent potential divided by `x²` tends to `-q Im D / |D|²` as real nonzero `x` tends to 0, with
`q` the variance of the levels. -/
theorem damping_limit (c w : ι → ℝ) (hD : D ≠ 0) (hc : ∑ i, c i = 1) :
    Tendsto (fun x : ℝ =>
        (coherent (fun i => (c i : ℂ)) (fun i => (w i : ℂ)) D x).im / x ^ 2) (𝓝[≠] 0)
      (𝓝 (-(∑ i, c i * (w i - ∑ j, c j * w j) ^ 2) * D.im / Complex.normSq D)) := by
  have hc' : ∑ i, (c i : ℂ) = 1 := by exact_mod_cast hc
  obtain ⟨R, hR, h⟩ := coherent_third_order (w := fun i => (w i : ℂ)) hD hc'
  have hm : mean (fun i => (c i : ℂ)) (fun i => (w i : ℂ)) = ((∑ j, c j * w j : ℝ) : ℂ) := by
    simp [mean]
  have hv : variance (fun i => (c i : ℂ)) (fun i => (w i : ℂ)) =
      ((∑ i, c i * (w i - ∑ j, c j * w j) ^ 2 : ℝ) : ℂ) := by
    simp [variance, mean]
  generalize (∑ i, c i * (w i - ∑ j, c j * w j) ^ 2) = Q at hv ⊢
  generalize (∑ j, c j * w j) = M at hm
  have ho : Tendsto (fun x : ℝ => (x : ℂ)) (𝓝[≠] 0) (𝓝 0) :=
    (Complex.continuous_ofReal.tendsto' 0 0 (by simp)).mono_left nhdsWithin_le_nhds
  have lim := (Complex.continuous_im.tendsto _).comp
    ((tendsto_const_nhds (x := (Q : ℂ) / D)).add (ho.mul (hR.comp ho)))
  have val : -Q * D.im / Complex.normSq D = ((Q : ℂ) / D).im := by
    rw [Complex.div_im, Complex.ofReal_im, Complex.ofReal_re]
    ring
  rw [zero_mul, add_zero, ← val] at lim
  refine lim.congr' ?_
  filter_upwards [ho.eventually h, self_mem_nhdsWithin] with x hx hx0
  have hx0' : x ≠ 0 := hx0
  -- the first-order term is real and drops out of the imaginary part
  have key : ∀ z : ℂ, (((x * M : ℝ) : ℂ) + ((x ^ 2 : ℝ) : ℂ) * z).im = x ^ 2 * z.im := by
    intro z
    rw [Complex.add_im, Complex.ofReal_im, Complex.im_ofReal_mul, zero_add]
  have e : (x : ℂ) * M + (x : ℂ) ^ 2 * Q / D + (x : ℂ) ^ 3 * R x =
      ((x * M : ℝ) : ℂ) + ((x ^ 2 : ℝ) : ℂ) * ((Q : ℂ) / D + x * R x) := by
    push_cast
    ring
  rw [hx, hm, hv, e, key, mul_div_cancel_left₀ _ (pow_ne_zero 2 hx0')]
  rfl

end

end WeakScatteringCPA
```

```lean
#print axioms WeakScatteringCPA.coherent_weak_scattering
-- 'WeakScatteringCPA.coherent_weak_scattering' depends on axioms: [propext, Classical.choice, Quot.sound]
#print axioms WeakScatteringCPA.damping_limit
-- 'WeakScatteringCPA.damping_limit' depends on axioms: [propext, Classical.choice, Quot.sound]
```
